# For a solvent permittivity above 1, a cavity wall linear in 1/ε gives a central ion a lower Born energy than a sharp wall at the mid-wall radius

Put a point charge \(q\) at the centre of a spherical cavity, in Gaussian units. If the inverse permittivity \(1/\varepsilon\) drops by \(\delta\) at radius \(s\), the energy falls by

\[
\int_s^\infty \frac{q^2}{2}\,\frac{\delta}{r^2}\,dr=\frac{q^2\delta}{2s}.
\]

Compare one drop \(\delta\) at \(s=2\) with two drops \(\delta/2\) at \(s=1\) and \(s=3\). The single drop lowers the energy by \(\tfrac12\cdot q^2\delta/2\), the pair by \(\tfrac12(1+\tfrac13)=\tfrac23\) of \(q^2\delta/2\). The inner drop gains more than the outer one loses, because \(1/s\) is convex. A linear wall is the limit of many small drops, and the average of \(1/s\) over the wall produces a logarithm.

## A fixed point charge at the centre

By spherical symmetry, Gauss's law fixes the displacement field at \(q/r^2\) whatever \(\varepsilon(r)\) is. In Gaussian units the field energy per unit radius is therefore \(q^2/(2\varepsilon r^2)\), and subtracting the vacuum value gives

\[
E=\int_0^\infty \frac{q^2}{2}\,\frac{1/\varepsilon(r)-1}{r^2}\,dr .
\]

The file takes this functional as its definition of the energy. A charge that is off-centre, not spherically symmetric or spread into the dielectric would need another one, and so would mobile ions and nonelectrostatic terms.

```lean
import Mathlib

open MeasureTheory Set Filter Topology

namespace SmoothCavityBorn

noncomputable section
```

The sharp cavity has radius \(a\) and bulk permittivity \(e_0\), written `e0`.

```lean
/-- Inverse permittivity of a sharp cavity of radius `a`: vacuum inside, a dielectric of
permittivity `e0 ≠ 0` outside. -/
def sharpInvEps (e0 a r : ℝ) : ℝ := if r ≤ a then 1 else 1 / e0
```

The smooth wall has half-width \(w\) and is linear in \(1/\varepsilon\), not in \(\varepsilon\).

```lean
/-- Inverse permittivity of a smooth cavity: it changes linearly from `1` at `a - w` to `1 / e0`
at `a + w` and is constant outside this layer (for `e0 ≠ 0` and `w > 0`). -/
def smoothInvEps (e0 a w r : ℝ) : ℝ :=
  if r ≤ a - w then 1
  else if r ≤ a + w then 1 - (1 - 1 / e0) * ((r - (a - w)) / (2 * w))
  else 1 / e0
```

Both profiles are functions `ℝ → ℝ`, so the same density and the same Lebesgue integral over `Ioi 0`, the radii \(r>0\), serve for both.

```lean
/-- Radial density, at `r > 0`, of the field energy of a central point charge `q` in the
dielectric, relative to vacuum (Gaussian units). -/
def energyDensity (q : ℝ) (invEps : ℝ → ℝ) (r : ℝ) : ℝ :=
  q ^ 2 / 2 * (invEps r - 1) / r ^ 2

/-- Electrostatic solvation energy: the energy density integrated over all radii `r > 0`. -/
def solvationEnergy (q : ℝ) (invEps : ℝ → ℝ) : ℝ :=
  ∫ r in Ioi (0 : ℝ), energyDensity q invEps r
```

## `0 < w < a`: a wall of finite width around a vacuum core

The condition \(w<a\) leaves a ball of vacuum around the charge. Write \(b=a-w>0\), \(c=a+w\) and \(\lambda=1-1/e_0\). Inside \(b\) the density vanishes; in the wall \(1/\varepsilon-1=-\lambda(r-b)/(2w)\); beyond \(c\) it is \(-\lambda\). Two integrals are needed:

\[
\int_b^c\frac{r-b}{r^2}\,dr=\Big[\ln r+\frac br\Big]_b^c=\ln\frac cb+\frac bc-1,
\qquad \int_c^\infty\frac{dr}{r^2}=\frac1c .
\]

If \(w=a\), the wall starts at the charge and the density behaves like \(1/r\) near the origin. For \(q\ne0\) and \(e_0>1\) the energy then diverges to \(-\infty\), so \(w\le a\) is not enough.

The condition \(w>0\) gives the wall a finite slope. At \(w=0\) the smooth profile is the sharp one, the two energies agree, and a strict inequality fails.

The first lemma glues a shell to a tail, for integrability as well as for the value.

```lean
/-- For `b ≤ c`, a function integrable on the shell from `b` to `c` and on the tail beyond `c` is
integrable beyond `b`, and its integral there is the sum of the integrals over the two parts. -/
theorem shell_add_tail {f : ℝ → ℝ} {b c : ℝ} (h : b ≤ c)
    (i1 : IntegrableOn f (Ioc b c)) (i2 : IntegrableOn f (Ioi c)) :
    IntegrableOn f (Ioi b) ∧
      ∫ r in Ioi b, f r = (∫ r in Ioc b c, f r) + ∫ r in Ioi c, f r := by
  have hd : Disjoint (Ioc b c) (Ioi c) :=
    Set.disjoint_left.mpr fun x hx hx' => not_lt.mpr hx.2 hx'
  have hu : Ioc b c ∪ Ioi c = Ioi b := Ioc_union_Ioi_eq_Ioi h
  constructor
  · rw [← hu]
    exact i1.union i2
  · rw [← hu]
    exact setIntegral_union hd measurableSet_Ioi i1 i2
```

The tail integral uses the antiderivative \(-1/r\) and its limit at infinity. Since the integrand is nonnegative, that limit also yields integrability.

```lean
/-- The inverse-square density beyond a radius `c > 0` is integrable, with integral `1 / c`. -/
theorem tail_integral {c : ℝ} (hc : 0 < c) :
    IntegrableOn (fun r : ℝ => 1 / r ^ 2) (Ioi c) ∧ ∫ r in Ioi c, 1 / r ^ 2 = 1 / c := by
  have hd : ∀ x ∈ Ici c, HasDerivAt (fun r : ℝ => -r⁻¹) (1 / x ^ 2) x := by
    intro x hx
    have hx0 : x ≠ 0 := (lt_of_lt_of_le hc (mem_Ici.mp hx)).ne'
    exact (hasDerivAt_inv hx0).fun_neg.congr_deriv (by simp)
  have hp : ∀ x ∈ Ioi c, (0 : ℝ) ≤ 1 / x ^ 2 := fun x _ => by positivity
  have hl : Tendsto (fun r : ℝ => -r⁻¹) atTop (𝓝 0) := by
    simpa using (tendsto_inv_atTop_zero (𝕜 := ℝ)).neg
  exact ⟨integrableOn_Ioi_deriv_of_nonneg' hd hp hl,
    (integral_Ioi_of_hasDerivAt_of_nonneg' hd hp hl).trans (by simp)⟩
```

The wall integral applies the fundamental theorem of calculus to \(\ln r+b/r\); positivity of `b` keeps the interval away from zero.

```lean
/-- A linear ramp starting at `b > 0`, weighted by the inverse square of the radius, is
integrable up to `c ≥ b`, and its integral contains the logarithm of `c / b`. -/
theorem ramp_integral {b c : ℝ} (hb : 0 < b) (hbc : b ≤ c) :
    IntegrableOn (fun r : ℝ => (r - b) / r ^ 2) (Ioc b c) ∧
      ∫ r in Ioc b c, (r - b) / r ^ 2 = Real.log (c / b) + b / c - 1 := by
  have hpos : ∀ x ∈ uIcc b c, x ≠ 0 := by
    intro x hx
    rw [uIcc_of_le hbc] at hx
    exact (hb.trans_le hx.1).ne'
  -- the antiderivative is log r + b / r
  have hd : ∀ x ∈ uIcc b c,
      HasDerivAt (fun r : ℝ => Real.log r + b * r⁻¹) ((x - b) / x ^ 2) x := by
    intro x hx
    have h := hpos x hx
    exact ((Real.hasDerivAt_log h).fun_add ((hasDerivAt_inv h).const_mul b)).congr_deriv
      (by field_simp; ring)
  have hi : IntervalIntegrable (fun r : ℝ => (r - b) / r ^ 2) volume b c :=
    ContinuousOn.intervalIntegrable (ContinuousOn.div (by fun_prop) (by fun_prop)
      (fun x hx => pow_ne_zero 2 (hpos x hx)))
  refine ⟨(intervalIntegrable_iff_integrableOn_Ioc_of_le hbc).mp hi, ?_⟩
  rw [← intervalIntegral.integral_of_le hbc,
    intervalIntegral.integral_eq_sub_of_hasDerivAt hd hi,
    Real.log_div (hb.trans_le hbc).ne' hb.ne']
  have := mul_inv_cancel₀ hb.ne'
  linear_combination -this
```

## `e0 ≠ 0`: a bulk permittivity that can be inverted

For the sharp cavity only the tail beyond \(a\) contributes, and \(E_{\text{sharp}}=-\lambda q^2/(2a)\), the Born energy. The theorem states integrability together with this value, with \(\lambda\) written as `(e0 - 1) / e0`. Equating that with \(1-1/e_0\) is where \(e_0\neq0\) enters. Lean sets \(1/0=0\), so at \(e_0=0\) the integral would be \(-q^2/(2a)\) while the formula gives 0.

```lean
/-- Born energy: for a sharp cavity of radius `a > 0` and `e0 ≠ 0` the energy density is
integrable and the solvation energy is `-(1 - 1/e0) q² / (2a)`. -/
theorem sharp_born_energy (q : ℝ) {e0 a : ℝ} (he : e0 ≠ 0) (ha : 0 < a) :
    IntegrableOn (energyDensity q (sharpInvEps e0 a)) (Ioi 0) ∧
      solvationEnergy q (sharpInvEps e0 a) = -((e0 - 1) / e0) * q ^ 2 / (2 * a) := by
  obtain ⟨ti, tv⟩ := tail_integral ha
  have h1 : EqOn (fun _ => (0 : ℝ)) (energyDensity q (sharpInvEps e0 a)) (Ioc 0 a) :=
    fun r hr => by simp [energyDensity, sharpInvEps, hr.2]
  have h2 : EqOn (fun r => q ^ 2 / 2 * (1 / e0 - 1) * (1 / r ^ 2))
      (energyDensity q (sharpInvEps e0 a)) (Ioi a) := fun r hr => by
    simp only [energyDensity, sharpInvEps, if_neg (not_le.mpr (mem_Ioi.mp hr))]
    ring
  obtain ⟨hi, hv⟩ := shell_add_tail ha.le
    (IntegrableOn.congr_fun integrableOn_zero h1 measurableSet_Ioc)
    (IntegrableOn.congr_fun (ti.const_mul _) h2 measurableSet_Ioi)
  refine ⟨hi, ?_⟩
  rw [solvationEnergy, hv, ← setIntegral_congr_fun measurableSet_Ioc h1,
    ← setIntegral_congr_fun measurableSet_Ioi h2, integral_const_mul, tv, integral_zero]
  field_simp
  ring
```

For the smooth cavity, the wall and the bulk add up to

\[
E_{\text{smooth}}=-\frac{\lambda q^2}{2}\left[\frac{1}{2w}\Big(\ln\frac cb+\frac bc-1\Big)+\frac1c\right]
=-\frac{\lambda q^2}{4w}\ln\frac{a+w}{a-w},
\]

because \(b/c-1=-2w/c\) cancels the bulk term. In the proof, `h1`, `h2` and `h3` identify the density in the three regions, and `shell_add_tail` is used twice to join them. The logarithm is then replaced by a letter `L`, and `field_simp` and `ring` carry out the cancellation.

```lean
/-- Smooth cavity: for `0 < w < a` and `e0 ≠ 0` the energy density is integrable and the
solvation energy is `-(1 - 1/e0) q² ln((a+w)/(a-w)) / (4w)`. -/
theorem smooth_born_energy (q : ℝ) {e0 a w : ℝ} (he : e0 ≠ 0) (hw : 0 < w) (hwa : w < a) :
    IntegrableOn (energyDensity q (smoothInvEps e0 a w)) (Ioi 0) ∧
      solvationEnergy q (smoothInvEps e0 a w) =
        -((e0 - 1) / e0) * q ^ 2 * Real.log ((a + w) / (a - w)) / (4 * w) := by
  have hb : 0 < a - w := by linarith
  have hc : 0 < a + w := by linarith
  have hbc : a - w ≤ a + w := by linarith
  obtain ⟨ti, tv⟩ := tail_integral hc
  obtain ⟨ri, rv⟩ := ramp_integral hb hbc
  -- the density in the cavity, in the switching layer and in the bulk
  have h1 : EqOn (fun _ => (0 : ℝ)) (energyDensity q (smoothInvEps e0 a w))
      (Ioc 0 (a - w)) := fun r hr => by
    simp only [energyDensity, smoothInvEps, if_pos hr.2]
    ring
  have h2 : EqOn (fun r => q ^ 2 / 2 * (-(1 - 1 / e0) / (2 * w)) * ((r - (a - w)) / r ^ 2))
      (energyDensity q (smoothInvEps e0 a w)) (Ioc (a - w) (a + w)) := fun r hr => by
    simp only [energyDensity, smoothInvEps, if_neg (not_le.mpr hr.1), if_pos hr.2]
    ring
  have h3 : EqOn (fun r => q ^ 2 / 2 * (1 / e0 - 1) * (1 / r ^ 2))
      (energyDensity q (smoothInvEps e0 a w)) (Ioi (a + w)) := fun r hr => by
    have hr' : a + w < r := hr
    simp only [energyDensity, smoothInvEps, if_neg (not_le.mpr (hbc.trans_lt hr')),
      if_neg (not_le.mpr hr')]
    ring
  obtain ⟨hi, hv⟩ := shell_add_tail hbc
    (IntegrableOn.congr_fun (ri.const_mul _) h2 measurableSet_Ioc)
    (IntegrableOn.congr_fun (ti.const_mul _) h3 measurableSet_Ioi)
  obtain ⟨hi', hv'⟩ := shell_add_tail hb.le
    (IntegrableOn.congr_fun integrableOn_zero h1 measurableSet_Ioc) hi
  refine ⟨hi', ?_⟩
  rw [solvationEnergy, hv', hv, ← setIntegral_congr_fun measurableSet_Ioc h1,
    ← setIntegral_congr_fun measurableSet_Ioc h2, ← setIntegral_congr_fun measurableSet_Ioi h3,
    integral_const_mul, integral_const_mul, tv, rv, integral_zero]
  generalize Real.log ((a + w) / (a - w)) = L
  field_simp
  ring
```

## `1 < e0`: a solvent that screens more than vacuum

Comparing the energies requires a bound on the logarithm. With \(x=w/a\), where \(0<x<1\),

\[
\ln\frac{1+x}{1-x}=2\Big(x+\frac{x^3}{3}+\frac{x^5}{5}+\cdots\Big)\ \ge\ 2x+\frac23x^3 .
\]

The Mathlib device here is `sum_le_hasSum`: if a series has a sum and every term outside a chosen finite set is nonnegative, the finite partial sum is at most the total. The series comes from `Real.hasSum_log_sub_log_of_abs_lt_one`, the finite set is `Finset.range 2`, and `positivity` checks the signs. No remainder estimate or monotonicity argument is needed. The first term reproduces the Born energy, and the second supplies the gap.

```lean
/-- For `0 < w < a` the logarithm of `(a+w)/(a-w)` is at least the sum of the first two terms of
its expansion in `w / a`. -/
theorem log_ratio_lower {a w : ℝ} (hw : 0 < w) (hwa : w < a) :
    2 * (w / a) + 2 / 3 * (w / a) ^ 3 ≤ Real.log ((a + w) / (a - w)) := by
  have ha : 0 < a := hw.trans hwa
  have hx0 : 0 < w / a := div_pos hw ha
  have hx1 : w / a < 1 := (div_lt_one ha).mpr hwa
  have h := sum_le_hasSum (Finset.range 2) (fun k _ => by positivity)
    (Real.hasSum_log_sub_log_of_abs_lt_one (abs_lt.mpr ⟨by linarith, hx1⟩))
  have e1 : 1 + w / a = (a + w) / a := by field_simp
  have e2 : 1 - w / a = (a - w) / a := by field_simp
  have hb : a - w ≠ 0 := by linarith
  have hc : a + w ≠ 0 := by linarith
  rw [e1, e2, Real.log_div hc ha.ne', Real.log_div hb ha.ne'] at h
  rw [Real.log_div hc hb]
  refine le_trans (le_of_eq ?_) (h.trans (le_of_eq (by ring)))
  simp only [Finset.sum_range_succ, Finset.sum_range_zero]
  push_cast
  ring
```

Since \(e_0>1\), the prefactor \(-\lambda q^2/(4w)\) is at most zero, and multiplying by it reverses the bound:

\[
E_{\text{smooth}}\le-\frac{\lambda q^2}{4w}\cdot\frac{2w}{a}\Big(1+\frac{w^2}{3a^2}\Big)=\Big(1+\frac{w^2}{3a^2}\Big)E_{\text{sharp}} .
\]

Mathematically, assuming only \(e_0>0\) would not do, although a solvent in equilibrium does not have a static permittivity between 0 and 1. For the unphysical value \(e_0=\tfrac12\) with \(q=1\), \(a=2\), \(w=1\) one has \(\lambda=-1\), so \(E_{\text{smooth}}=\tfrac14\ln3\) lies above \(E_{\text{sharp}}=\tfrac14\).

```lean
/-- For `e0 > 1` and `0 < w < a` the smooth-cavity energy is at most `1 + w²/(3a²)` times the
Born energy of the sharp cavity of radius `a`. -/
theorem smooth_le_enhanced_sharp (q : ℝ) {e0 a w : ℝ} (he : 1 < e0) (hw : 0 < w)
    (hwa : w < a) :
    solvationEnergy q (smoothInvEps e0 a w) ≤
      (1 + w ^ 2 / (3 * a ^ 2)) * solvationEnergy q (sharpInvEps e0 a) := by
  have ha : 0 < a := hw.trans hwa
  have he0 : 0 < e0 := by linarith
  have hP : 0 ≤ (e0 - 1) / e0 * q ^ 2 / (4 * w) :=
    div_nonneg (mul_nonneg (div_nonneg (by linarith) he0.le) (sq_nonneg q)) (by linarith)
  have h := mul_le_mul_of_nonneg_left (log_ratio_lower hw hwa) hP
  rw [(smooth_born_energy q he0.ne' hw hwa).2, (sharp_born_energy q he0.ne' ha).2]
  calc _ = -((e0 - 1) / e0 * q ^ 2 / (4 * w) * Real.log ((a + w) / (a - w))) := by ring
    _ ≤ -((e0 - 1) / e0 * q ^ 2 / (4 * w) * (2 * (w / a) + 2 / 3 * (w / a) ^ 3)) :=
        neg_le_neg h
    _ = _ := by
        field_simp
        ring
```

## `q ≠ 0`: there is an ion to solvate

With \(q\neq0\) and \(e_0>1\) the Born energy is strictly negative, so multiplying it by \(1+w^2/(3a^2)>1\) strictly lowers it. The proof establishes this sign as `hS` and finishes with `linarith`. For \(q=0\) both energies are zero and the strict inequality fails.

```lean
/-- For `e0 > 1`, `q ≠ 0` and `0 < w < a` the smooth-cavity energy lies strictly below the Born
energy of the sharp cavity of radius `a`. -/
theorem smooth_lt_sharp {q e0 a w : ℝ} (hq : q ≠ 0) (he : 1 < e0) (hw : 0 < w) (hwa : w < a) :
    solvationEnergy q (smoothInvEps e0 a w) < solvationEnergy q (sharpInvEps e0 a) := by
  have ha : 0 < a := hw.trans hwa
  have he0 : 0 < e0 := by linarith
  have hS : solvationEnergy q (sharpInvEps e0 a) < 0 := by
    have hP : 0 < (e0 - 1) / e0 * q ^ 2 / (2 * a) :=
      div_pos (mul_pos (div_pos (by linarith) he0) (by positivity)) (by linarith)
    rw [(sharp_born_energy q he0.ne' ha).2]
    calc _ = -((e0 - 1) / e0 * q ^ 2 / (2 * a)) := by ring
      _ < 0 := neg_lt_zero.mpr hP
  have hδ : 0 < w ^ 2 / (3 * a ^ 2) := by positivity
  have h := smooth_le_enhanced_sharp q he hw hwa
  rw [add_mul, one_mul] at h
  linarith [mul_neg_of_pos_of_neg hδ hS]
```

For implicit-solvent electronic-structure calculations this suggests, within the model of a fixed central point charge and a wall linear in \(1/\varepsilon\), that a radius fitted for a sharp cavity should not be carried over unchanged as the mid-wall radius of a smooth one.

## `w` tending to zero at fixed `a > 0`

The energy is also bounded from below. From \(\ln y\le y-1\) with \(y=(a+w)/(a-w)\), the logarithm is at most \(2w/(a-w)\), and for \(e_0>1\)

\[
E_{\text{smooth}}\ge-\frac{\lambda q^2}{2(a-w)},
\]

which is the Born energy of the inner radius.

```lean
/-- For `e0 > 1` and `0 < w < a` the smooth-cavity energy is at least the Born energy of the
sharp cavity with the inner radius `a - w`. -/
theorem inner_sharp_le_smooth (q : ℝ) {e0 a w : ℝ} (he : 1 < e0) (hw : 0 < w) (hwa : w < a) :
    solvationEnergy q (sharpInvEps e0 (a - w)) ≤ solvationEnergy q (smoothInvEps e0 a w) := by
  have hb : 0 < a - w := by linarith
  have he0 : 0 < e0 := by linarith
  have hP : 0 ≤ (e0 - 1) / e0 * q ^ 2 / (4 * w) :=
    div_nonneg (mul_nonneg (div_nonneg (by linarith) he0.le) (sq_nonneg q)) (by linarith)
  have hL : Real.log ((a + w) / (a - w)) ≤ 2 * w / (a - w) := by
    refine (Real.log_le_sub_one_of_pos (div_pos (by linarith) hb)).trans (le_of_eq ?_)
    rw [div_sub_one hb.ne']
    congr 1
    ring
  have h := mul_le_mul_of_nonneg_left hL hP
  rw [(smooth_born_energy q he0.ne' hw hwa).2, (sharp_born_energy q he0.ne' hb).2]
  calc _ = -((e0 - 1) / e0 * q ^ 2 / (4 * w) * (2 * w / (a - w))) := by
        have := hb.ne'
        field_simp
        ring
    _ ≤ -((e0 - 1) / e0 * q ^ 2 / (4 * w) * Real.log ((a + w) / (a - w))) := neg_le_neg h
    _ = _ := by ring
```

As \(w\to0^+\), written `𝓝[>] 0`, this lower bound tends to the Born energy at \(a\), which is itself the upper bound, so the smooth energy is squeezed to the same limit. The condition \(a>0\) keeps the limiting value finite, and `Ioo_mem_nhdsGT` restricts attention to \(0<w<a\). The case `q = 0` is treated separately because the upper bound is taken from the strict inequality. The assumption \(e_0>1\) serves the squeeze; the logarithmic formula suggests the same limit for every nonzero \(e_0\).

```lean
/-- For `e0 > 1` and `a > 0` the smooth-cavity energy tends to the Born energy of the sharp
cavity of radius `a` as the half-width `w` tends to zero from above. -/
theorem smooth_tendsto_sharp (q : ℝ) {e0 a : ℝ} (he : 1 < e0) (ha : 0 < a) :
    Tendsto (fun w => solvationEnergy q (smoothInvEps e0 a w)) (𝓝[>] 0)
      (𝓝 (solvationEnergy q (sharpInvEps e0 a))) := by
  have he0 : e0 ≠ 0 := by linarith
  have hc : ContinuousAt (fun w : ℝ => -((e0 - 1) / e0) * q ^ 2 / (2 * (a - w))) 0 :=
    ContinuousAt.div (by fun_prop) (by fun_prop) (by simpa using ha.ne')
  have hl := hc.tendsto.mono_left (nhdsWithin_le_nhds (s := Ioi (0 : ℝ)))
  simp only [sub_zero] at hl
  rw [← (sharp_born_energy q he0 ha).2] at hl
  -- squeeze between the Born energies of radii a - w and a
  refine tendsto_of_tendsto_of_tendsto_of_le_of_le' hl tendsto_const_nhds ?_ ?_
  · filter_upwards [Ioo_mem_nhdsGT ha] with w hw
    rw [← (sharp_born_energy q he0 (sub_pos.mpr hw.2)).2]
    exact inner_sharp_le_smooth q he hw.1 hw.2
  · filter_upwards [Ioo_mem_nhdsGT ha] with w hw
    by_cases hq : q = 0
    · simp [hq, solvationEnergy, energyDensity]
    · exact (smooth_lt_sharp hq he hw.1 hw.2).le

end

end SmoothCavityBorn
```

```lean
#print axioms SmoothCavityBorn.sharp_born_energy
-- 'SmoothCavityBorn.sharp_born_energy' depends on axioms: [propext, Classical.choice, Quot.sound]
#print axioms SmoothCavityBorn.smooth_tendsto_sharp
-- 'SmoothCavityBorn.smooth_tendsto_sharp' depends on axioms: [propext, Classical.choice, Quot.sound]
```
